# Spurious binding of a dissociated one-electron dimer with strictly convex fragment energy

## Half an electron on each proton

Take two protons very far apart and a single electron: H₂⁺ at dissociation. The electron can sit on one proton, leaving a hydrogen atom and a bare proton, or it can be spread evenly over both. Since the two sites no longer interact, spreading the electron should gain nothing.

Let \(E(x)\) be the energy of one site carrying \(x\) electrons. The localised electron costs \(E(0)+E(1)\), the evenly spread one \(2E(1/2)\). If an approximate method gives a curve \(E\) that sags below the straight line between its values at 0 and 1, then

\[
E(1/2) < \tfrac12\bigl(E(0)+E(1)\bigr),
\]

and doubling this gives \(2E(1/2) < E(0)+E(1)\). The method assigns the distant pair an energy below that of atom plus proton, although nothing holds the pair together. This is the spurious binding of stretched H₂⁺.

Such sagging is typical of semilocal density functionals and is one face of their self-interaction error. For the exact functional the curve between 0 and 1 is straight, and all splits have the same energy.

## The statement for two fragments

With \(x\) electrons on the first fragment and \(1-x\) on the second, the energy of the dissociated dimer is

\[
D(x) = E(x) + E(1-x).
\]

In Lean this is `dimerEnergy E x`. The letter \(x\) is an electron number, not a position. The fragment energy is an arbitrary function `E : ℝ → ℝ`, and the hypothesis `StrictConvexOn ℝ (Icc 0 1) E` constrains it only on the closed interval \([0,1]\). Neither continuity nor differentiability is assumed.

The theorem `spurious_binding` has two parts. For every \(x\) in \([0,1]\), `IsMinOn (dimerEnergy E) (Icc 0 1) x` holds if and only if \(x=1/2\); here `IsMinOn` means that \(D(x)\le D(y)\) for all \(y\) in \([0,1]\). The second part is the inequality \(2E(1/2)<E(0)+E(1)\).

Strict convexity is a hypothesis about the approximate method and is not derived from any functional. It asks for more than a curve that sags below the straight line. The local density approximation for a hydrogen atom, for example, violates it close to \(x=0\): there the exchange energy, which scales as \(-x^{4/3}\) for a fixed shape of the density, outweighs the quadratic Hartree term and makes the curve concave. The inequality \(2E(1/2)<E(0)+E(1)\) by itself only requires that \(E(1/2)\) lie below the straight line. The step from this model to a real calculation is the assumption that, at large separation, the computed total energy tends to the sum \(E(x)+E(1-x)\), with the same function \(E\) for both fragments.

## Further statements: more fragments, concave energies, a Hubbard term

For \(N\) identical fragments the occupations form a function `q : Fin N → ℝ`, that is, numbers \(q_0,\dots,q_{N-1}\), non-negative and with sum 1. If at least one of them differs from \(1/N\), `equal_sharing_lt` gives

\[
N\,E(1/N) < \sum_{i=0}^{N-1} E(q_i).
\]

For \(N=1\) the only occupation is \(q_0=1=1/N\), so no other distribution exists. For \(N\ge 2\), `spurious_binding_many` compares equal sharing with one occupied and \(N-1\) empty fragments:

\[
N\,E(1/N) < (N-1)E(0)+E(1).
\]

If \(E\) is instead strictly concave on \([0,1]\), `concave_localises` states that \(E(0)+E(1)<D(x)\) for every \(x\) in the open interval `Ioo 0 1`.

The explicit example is a parabola with end values \(E_0\), \(E_1\) and curvature \(\kappa\):

\[
E_{\text{par}}(x) = (1-x)E_0 + xE_1 - \frac{\kappa}{2}x(1-x).
\]

Its second derivative is \(\kappa\), the strength of the deviation from straight-line behaviour. `hubbardCorrected` adds \(\frac U2 x(1-x)\), the form that a DFT+U correction takes for a single orbital with occupation \(x\). Here \(U\) is the coefficient of this correction, a constant independent of \(x\), and not the repulsion in a Hubbard Hamiltonian. `hubbard_flat_iff` states that the corrected dimer energy equals \(E_0+E_1\) for all \(x\) in \([0,1]\) if and only if \(U=\kappa\), for real \(\kappa\) and \(U\) of any sign.

For one electron on non-interacting, identical fragments, these results connect the curvature of \(E\) with the delocalisation error of density functionals and, in the parabolic case, with the value of \(U\) that removes it.

## Derivation from the midpoint

Strict convexity on \([0,1]\) means that for distinct \(a,b\) in the interval and positive weights \(s,t\) with \(s+t=1\),

\[
E(sa+tb) < sE(a)+tE(b).
\]

Let \(x\) lie in \([0,1]\) with \(x\neq 1/2\). Then \(1-x\) also lies in \([0,1]\), and \(x\neq 1-x\). Choose \(a=x\), \(b=1-x\) and \(s=t=1/2\). The midpoint is \(1/2\), so

\[
E(1/2) < \tfrac12E(x)+\tfrac12E(1-x).
\]

Multiplication by 2 gives \(D(1/2)=2E(1/2)<D(x)\). Hence \(1/2\) is a minimiser on \([0,1]\), and no other point can be one. Setting \(x=0\) gives \(2E(1/2)<E(0)+E(1)\).

## Equal sharing among N fragments

Since the \(q_i\) are non-negative and sum to 1, each lies in \([0,1]\). If they were all equal, each would be \(1/N\); by assumption one is not, so at least two of them differ. Jensen's inequality with weights \(1/N\) is then strict:

\[
E\Bigl(\frac1N\sum_{i=0}^{N-1} q_i\Bigr) < \frac1N\sum_{i=0}^{N-1} E(q_i).
\]

The argument on the left is \(1/N\), and multiplying by \(N\) gives the claim.

For the comparison with integer charges, write \(1/N=(1-1/N)\cdot 0+(1/N)\cdot 1\). Both weights are positive when \(N\ge2\), so

\[
E(1/N) < \Bigl(1-\frac1N\Bigr)E(0)+\frac1N E(1),
\]

and again one multiplies by \(N\).

## Concave energies keep the electron on one fragment

For strictly concave \(E\) and \(0<x<1\), both fragment energies lie above the chord:

\[
E(x) > (1-x)E(0)+xE(1),\qquad E(1-x) > xE(0)+(1-x)E(1).
\]

The coefficients of \(E(0)\) add up to 1, and so do those of \(E(1)\). The sum is \(D(x)>E(0)+E(1)\).

## A Hubbard term that cancels the curvature

For the parabola, take \(x,y\) in \([0,1]\) and weights \(s+t=1\). The linear terms cancel in the convexity difference, and

\[
sE_{\text{par}}(x)+tE_{\text{par}}(y)-E_{\text{par}}(sx+ty)=\frac{\kappa}{2}\,st\,(x-y)^2 .
\]

This is positive for \(\kappa>0\), \(s,t>0\) and \(x\neq y\), so the parabola is strictly convex.

With the Hubbard term the quadratic part of each fragment energy becomes \(-\frac{\kappa-U}{2}x(1-x)\). It is unchanged under \(x\to1-x\), so it appears twice in the dimer, while the linear parts add up to \(E_0+E_1\):

\[
D(x)=E_0+E_1-(\kappa-U)\,x(1-x).
\]

If \(U=\kappa\), this is constant. Conversely, if it equals \(E_0+E_1\) on all of \([0,1]\), then at \(x=1/2\) we have \((\kappa-U)/4=0\), so \(U=\kappa\).

## Numbers for a curvature of 0.4 hartree

Take \(E_0=0\) for the bare proton, \(E_1=-0.5\) hartree for the hydrogen atom, and \(\kappa=0.4\) hartree as an illustrative curvature. Then

\[
E_{\text{par}}(1/2) = -0.25-0.2\cdot0.25=-0.30 .
\]

The evenly split dimer has energy \(-0.60\) hartree, which is \(0.10\) hartree below the integer-charge limit of \(-0.50\). At \(x=1/4\) the fragments have \(-0.1625\) and \(-0.4125\), together \(-0.575\), which lies between the two. A correction with \(U=0.4\) hartree raises both splits to \(-0.50\).

## A straight line has no preferred split

Convexity without strictness is not enough. For \(E(x)=-x\), which is convex, \(D(x)=-x-(1-x)=-1\) for every \(x\). Each point of \([0,1]\) is then a minimiser, and \(2E(1/2)=E(0)+E(1)\), so there is no spurious binding.

## The Lean file

```lean
import Mathlib

open Set

namespace StretchedDimer

noncomputable section

/-- Energy of two identical, non-interacting fragments that share one electron,
with `x` electrons on the first and `1 - x` on the second. -/
def dimerEnergy (E : ℝ → ℝ) (x : ℝ) : ℝ := E x + E (1 - x)

/-- A fragment energy that is parabolic in the electron number `x`, with values
`E₀` at `x = 0` and `E₁` at `x = 1`, and curvature `κ`. -/
def parabolicEnergy (E₀ E₁ κ x : ℝ) : ℝ :=
  (1 - x) * E₀ + x * E₁ - κ / 2 * (x * (1 - x))

/-- The fragment energy with the Hubbard correction `(U/2) x (1 - x)` added. -/
def hubbardCorrected (U : ℝ) (E : ℝ → ℝ) (x : ℝ) : ℝ :=
  E x + U / 2 * (x * (1 - x))

/-- For a fragment energy strictly convex on `[0,1]`, the evenly split electron has
lower energy than any other split with `x` in `[0,1]`. -/
theorem dimerEnergy_half_lt {E : ℝ → ℝ} (hE : StrictConvexOn ℝ (Icc 0 1) E)
    {x : ℝ} (hx : x ∈ Icc (0 : ℝ) 1) (hne : x ≠ 1 / 2) :
    dimerEnergy E (1 / 2) < dimerEnergy E x := by
  have hx' : 1 - x ∈ Icc (0 : ℝ) 1 := ⟨by linarith [hx.2], by linarith [hx.1]⟩
  have hxx : x ≠ 1 - x := fun h => hne (by linarith)
  -- the two occupations x and 1 - x have midpoint 1/2
  have h := hE.2 hx hx' hxx (by norm_num : (0 : ℝ) < 1 / 2)
    (by norm_num : (0 : ℝ) < 1 / 2) (by norm_num)
  have e : (1 / 2 : ℝ) • x + (1 / 2 : ℝ) • (1 - x) = 1 / 2 := by
    simp only [smul_eq_mul]
    ring
  rw [e] at h
  simp only [smul_eq_mul] at h
  have e2 : (1 : ℝ) - 1 / 2 = 1 / 2 := by norm_num
  unfold dimerEnergy
  rw [e2]
  linarith

/-- Spurious binding of the stretched one-electron dimer: if the fragment energy is
strictly convex on `[0,1]`, the dimer energy is minimal on `[0,1]` exactly at `x = 1/2`,
and its value there lies below the sum of the energies at zero and one electron. -/
theorem spurious_binding {E : ℝ → ℝ} (hE : StrictConvexOn ℝ (Icc 0 1) E) :
    (∀ x ∈ Icc (0 : ℝ) 1, (IsMinOn (dimerEnergy E) (Icc 0 1) x ↔ x = 1 / 2)) ∧
      2 * E (1 / 2) < E 0 + E 1 := by
  have hhalf : (1 / 2 : ℝ) ∈ Icc (0 : ℝ) 1 := ⟨by norm_num, by norm_num⟩
  refine ⟨fun x hx => ⟨fun hmin => ?_, fun h => ?_⟩, ?_⟩
  · by_contra hne
    exact not_le_of_gt (dimerEnergy_half_lt hE hx hne) (isMinOn_iff.mp hmin _ hhalf)
  · subst h
    refine isMinOn_iff.mpr fun y hy => ?_
    by_cases hy2 : y = 1 / 2
    · rw [hy2]
    · exact (dimerEnergy_half_lt hE hy hy2).le
  · -- compare the even split with the electron on one fragment
    have h := dimerEnergy_half_lt hE (x := 0) ⟨le_refl _, zero_le_one⟩ (by norm_num)
    have e2 : (1 : ℝ) - 1 / 2 = 1 / 2 := by norm_num
    unfold dimerEnergy at h
    rw [e2, sub_zero] at h
    linarith

/-- One electron shared by `N` identical, non-interacting fragments: for a fragment energy
strictly convex on `[0,1]`, equal sharing has lower energy than any other distribution
of non-negative occupations. -/
theorem equal_sharing_lt {E : ℝ → ℝ} (hE : StrictConvexOn ℝ (Icc 0 1) E)
    {N : ℕ} (q : Fin N → ℝ) (h0 : ∀ i, 0 ≤ q i) (h1 : ∑ i, q i = 1)
    (hq : ∃ i, q i ≠ 1 / (N : ℝ)) :
    (N : ℝ) * E (1 / (N : ℝ)) < ∑ i, E (q i) := by
  obtain ⟨i, hi⟩ := hq
  have hN : (0 : ℝ) < N := by exact_mod_cast Fin.pos i
  have hinv : (N : ℝ) * (1 / (N : ℝ)) = 1 := mul_one_div_cancel hN.ne'
  have hmem : ∀ j ∈ Finset.univ, q j ∈ Icc (0 : ℝ) 1 := by
    intro j _
    have hj : q j ≤ ∑ k, q k :=
      Finset.single_le_sum (fun k _ => h0 k) (Finset.mem_univ j)
    exact ⟨h0 j, by linarith⟩
  -- if all occupations agreed, each would be 1/N
  have hne : ∃ j ∈ Finset.univ, ∃ k ∈ Finset.univ, q j ≠ q k := by
    by_contra hc
    have hall : ∀ j, q j = q i := by
      intro j
      by_contra hj
      exact hc ⟨j, Finset.mem_univ j, i, Finset.mem_univ i, hj⟩
    have h2 : ∑ j, q j = N * q i := by
      rw [Finset.sum_congr rfl (fun j _ => hall j)]
      simp
    apply hi
    rw [eq_div_iff hN.ne']
    linarith
  have hw : ∑ _j : Fin N, 1 / (N : ℝ) = 1 := by
    rw [Finset.sum_const, Finset.card_univ, Fintype.card_fin, nsmul_eq_mul]
    exact hinv
  -- strict Jensen inequality with equal weights
  have h := hE.map_sum_lt (fun _ _ => one_div_pos.mpr hN) hw hmem hne
  simp only [smul_eq_mul, ← Finset.mul_sum, h1, mul_one] at h
  calc (N : ℝ) * E (1 / (N : ℝ))
      < N * (1 / (N : ℝ) * ∑ j, E (q j)) := mul_lt_mul_of_pos_left h hN
    _ = ∑ j, E (q j) := by linear_combination (∑ j, E (q j)) * hinv

/-- For `N ≥ 2` fragments with energy strictly convex on `[0,1]`, equal sharing of one
electron lies below the energy of one occupied and `N - 1` empty fragments. -/
theorem spurious_binding_many {E : ℝ → ℝ} (hE : StrictConvexOn ℝ (Icc 0 1) E)
    {N : ℕ} (hN2 : 2 ≤ N) :
    (N : ℝ) * E (1 / (N : ℝ)) < ((N : ℝ) - 1) * E 0 + E 1 := by
  have h2 : (2 : ℝ) ≤ N := by exact_mod_cast hN2
  have hN : (0 : ℝ) < N := by linarith
  have hinv : (N : ℝ) * (1 / (N : ℝ)) = 1 := mul_one_div_cancel hN.ne'
  have hlt : 1 / (N : ℝ) < 1 := (div_lt_one hN).mpr (by linarith)
  -- 1/N is a weighted mean of 0 and 1, so E (1/N) lies below the chord
  have h := hE.2 (left_mem_Icc.mpr zero_le_one) (right_mem_Icc.mpr zero_le_one)
    zero_ne_one (sub_pos.mpr hlt) (one_div_pos.mpr hN) (by ring)
  simp only [smul_eq_mul, mul_zero, mul_one, zero_add] at h
  calc (N : ℝ) * E (1 / (N : ℝ))
      < N * ((1 - 1 / (N : ℝ)) * E 0 + 1 / (N : ℝ) * E 1) :=
        mul_lt_mul_of_pos_left h hN
    _ = ((N : ℝ) - 1) * E 0 + E 1 := by linear_combination (E 1 - E 0) * hinv

/-- For a fragment energy strictly concave on `[0,1]`, every fractional split of the
electron lies above the energy of one empty and one occupied fragment. -/
theorem concave_localises {E : ℝ → ℝ} (hE : StrictConcaveOn ℝ (Icc 0 1) E)
    {x : ℝ} (hx : x ∈ Ioo (0 : ℝ) 1) : E 0 + E 1 < dimerEnergy E x := by
  have m0 : (0 : ℝ) ∈ Icc (0 : ℝ) 1 := left_mem_Icc.mpr zero_le_one
  have m1 : (1 : ℝ) ∈ Icc (0 : ℝ) 1 := right_mem_Icc.mpr zero_le_one
  -- both fragments lie above the chord
  have ha := hE.2 m0 m1 zero_ne_one (sub_pos.mpr hx.2) hx.1 (by ring)
  have hb := hE.2 m0 m1 zero_ne_one hx.1 (sub_pos.mpr hx.2) (by ring)
  simp only [smul_eq_mul, mul_zero, mul_one, zero_add] at ha hb
  unfold dimerEnergy
  linarith

/-- The parabolic fragment energy with positive curvature is strictly convex on `[0,1]`. -/
theorem parabolicEnergy_witness (E₀ E₁ : ℝ) {κ : ℝ} (hκ : 0 < κ) :
    StrictConvexOn ℝ (Icc 0 1) (parabolicEnergy E₀ E₁ κ) := by
  refine ⟨convex_Icc 0 1, fun x _ y _ hxy s t hs ht hst => ?_⟩
  have hd : 0 < (x - y) ^ 2 := pow_pos_of_ne x y hxy
  have hpos : 0 < κ / 2 * (s * t * (x - y) ^ 2) := by positivity
  obtain rfl : s = 1 - t := by linarith
  simp only [smul_eq_mul, parabolicEnergy]
  nlinarith [hpos]
where
  pow_pos_of_ne (x y : ℝ) (h : x ≠ y) : 0 < (x - y) ^ 2 :=
    sq_pos_of_ne_zero (sub_ne_zero.mpr h)

/-- Dimer energy of parabolic fragments with curvature `κ` and Hubbard parameter `U`:
it differs from the integer-charge limit `E₀ + E₁` by `-(κ - U) x (1 - x)`. -/
theorem dimerEnergy_hubbard (E₀ E₁ κ U x : ℝ) :
    dimerEnergy (hubbardCorrected U (parabolicEnergy E₀ E₁ κ)) x =
      E₀ + E₁ - (κ - U) * (x * (1 - x)) := by
  unfold dimerEnergy hubbardCorrected parabolicEnergy
  ring

/-- For parabolic fragments, the Hubbard-corrected dimer energy equals the integer-charge
limit for every split in `[0,1]` if and only if `U` equals the curvature `κ`. -/
theorem hubbard_flat_iff (E₀ E₁ κ U : ℝ) :
    (∀ x ∈ Icc (0 : ℝ) 1,
      dimerEnergy (hubbardCorrected U (parabolicEnergy E₀ E₁ κ)) x = E₀ + E₁) ↔
      U = κ := by
  constructor
  · intro h
    -- the even split already fixes U
    have h2 := h (1 / 2) ⟨by norm_num, by norm_num⟩
    rw [dimerEnergy_hubbard] at h2
    linarith
  · intro h x _
    rw [dimerEnergy_hubbard, h]
    ring

end

end StretchedDimer
```

```lean
#print axioms StretchedDimer.spurious_binding
#print axioms StretchedDimer.spurious_binding_many
#print axioms StretchedDimer.concave_localises
#print axioms StretchedDimer.hubbard_flat_iff
```

```
'StretchedDimer.spurious_binding' depends on axioms: [propext, Classical.choice, Quot.sound]
'StretchedDimer.spurious_binding_many' depends on axioms: [propext, Classical.choice, Quot.sound]
'StretchedDimer.concave_localises' depends on axioms: [propext, Classical.choice, Quot.sound]
'StretchedDimer.hubbard_flat_iff' depends on axioms: [propext, Classical.choice, Quot.sound]
```

## Convexity and Jensen's inequality in the proofs

The lemma `dimerEnergy_half_lt` contains the midpoint argument. The facts `hx'` and `hxx` say that \(1-x\) lies in the interval and differs from \(x\). The term `hE.2` is the strict convexity inequality, applied with both weights equal to \(1/2\). The equation `e` identifies the midpoint as \(1/2\), and `linarith` performs the doubling.

`spurious_binding` uses this lemma three times. If a minimiser \(x\) were different from \(1/2\), the lemma would give \(D(1/2)<D(x)\), contradicting minimality. In the other direction, an arbitrary \(y\) in the interval is either \(1/2\), where the energies agree, or a different point, where the lemma applies. The inequality for the binding is the lemma at `x := 0`.

In `equal_sharing_lt`, `hmem` places every occupation in \([0,1]\), because in a sum whose terms are all non-negative each term is at most the whole sum. `hne` supplies two different occupations by the contradiction described above, and `hw` checks that the weights sum to 1. The strict Jensen inequality is Mathlib's `map_sum_lt`; the final `calc` block multiplies it by \(N\).

`spurious_binding_many` does not go through Jensen's inequality. It applies strict convexity once, to the end points 0 and 1 with weights \(1-1/N\) and \(1/N\), and then multiplies by \(N\). `concave_localises` obtains the two chord inequalities as `ha` and `hb`, and `linarith` adds them.

For the parabola, `parabolicEnergy_witness` first proves that \(\frac{\kappa}{2}st(x-y)^2\) is positive, as `hpos`. After \(s\) has been replaced by \(1-t\), `nlinarith` recognises this quantity as the convexity difference. The theorem thereby supplies a concrete energy to which the convex results apply.

The closed formula `dimerEnergy_hubbard` is a polynomial identity, settled by `ring` once the definitions are unfolded. `hubbard_flat_iff` rewrites with it in both directions: the value at \(x=1/2\) forces \(U=\kappa\), and substituting \(U=\kappa\) removes the quadratic term.
